# Additive Schwarz bounds from a fragment colouring and a stable splitting

Take two unit vectors \(u,w\) in the plane at 60°, so that \(\langle u,w\rangle=\tfrac12\). Let the fragments be the lines they span, and let \(P\) be the sum of the two orthogonal projectors. Then

\[
\langle x,Px\rangle=\langle u,x\rangle^2+\langle w,x\rangle^2 .
\]

Every \(x\) is \(au+bw\) for unique \(a,b\), and \(\|x\|^2=a^2+b^2+ab\ge\tfrac12(a^2+b^2)\). The two parts therefore have total squared norm at most \(K\|x\|^2\) with \(K=2\). The lines are not orthogonal, so they get different colours, and \(c=2\). The bounds to be proved read \(\tfrac12\|x\|^2\le\langle x,Px\rangle\le2\|x\|^2\).

- For \(x=u-w\), \(\|x\|^2=1\) and the overlaps are \(\pm\tfrac12\), so \(\langle x,Px\rangle=\tfrac12\). The lower bound is attained.
- For \(x=u+w\), \(\|x\|^2=3\) and both overlaps are \(\tfrac32\), so \(\langle x,Px\rangle=\tfrac92\), below the upper bound of 6.

The lower bound is weak when vectors can be assembled only from large, cancelling parts. The upper bound counts colours: the fragments of one colour are mutually orthogonal, so together they contribute at most \(\|x\|^2\).

## Fragments, colours and splittings

In general, `E` is a finite-dimensional real inner-product space and `ι` is a finite set of fragment labels.

In Lean 4 with Mathlib:

```lean
import Mathlib

open Finset

namespace AdditiveSchwarz

noncomputable section

variable {E ι : Type*} [NormedAddCommGroup E] [InnerProductSpace ℝ E]
  [FiniteDimensional ℝ E] [Fintype ι]
```

The fragments are subspaces \(V_i\), with orthogonal projectors \(Q_i\), written `(V i).starProjection`. The operator is \(P=\sum_i Q_i\).

```lean
/-- The additive Schwarz operator: the sum of the orthogonal projectors onto the fragments. -/
def schwarz (V : ι → Submodule ℝ E) : E →L[ℝ] E := ∑ i, (V i).starProjection
```

A colouring gives each label one of \(c\) colours. Two different labels of the same colour must carry orthogonal subspaces, so a nonzero fragment listed twice needs two colours.

```lean
/-- A colouring of the labels in which fragments with different labels and equal colour are
orthogonal. -/
def Coloured {c : ℕ} (V : ι → Submodule ℝ E) (col : ι → Fin c) : Prop :=
  ∀ i j, i ≠ j → col i = col j → ∀ u ∈ V i, ∀ w ∈ V j, inner ℝ u w = 0
```

The constant \(K\) measures how much cancellation is needed to build a vector from fragment parts. In a domain decomposition it reflects the overlap of the regions and the quality of any coarse space. Here it is a hypothesis; it is not derived from a geometry.

```lean
/-- Every vector splits into fragment parts of total squared norm at most `K ‖x‖²`. -/
def StableSplitting (V : ι → Submodule ℝ E) (K : ℝ) : Prop :=
  ∀ x : E, ∃ v : ι → E, (∀ i, v i ∈ V i) ∧ ∑ i, v i = x ∧ ∑ i, ‖v i‖ ^ 2 ≤ K * ‖x‖ ^ 2
```

## Overlaps and the quadratic form

The residual \(x-Q_Ux\) is orthogonal to the subspace \(U\). Hence for \(v\in U\),

\[
\langle v,Q_Ux\rangle=\langle v,x\rangle .
\]

```lean
/-- A vector of a fragment has the same overlap with `x` as with the projection of `x`. -/
theorem inner_projection (U : Submodule ℝ E) {v : E} (hv : v ∈ U) (x : E) :
    inner ℝ v (U.starProjection x) = inner ℝ v x := by
  have h : inner ℝ (x - U.starProjection x) v = 0 :=
    Submodule.starProjection_inner_eq_zero _ _ hv
  rw [inner_sub_left] at h
  linarith [real_inner_comm v x, real_inner_comm v (U.starProjection x)]
```

For real \(t\), expanding the square gives \(\|v-tw\|^2=\|v\|^2-2t\langle v,w\rangle+t^2\|w\|^2\).

```lean
omit [FiniteDimensional ℝ E] in
/-- The squared norm of a difference with a scaled second vector. -/
theorem norm_sub_smul_sq (v w : E) (t : ℝ) :
    ‖v - t • w‖ ^ 2 = ‖v‖ ^ 2 - 2 * t * inner ℝ v w + t ^ 2 * ‖w‖ ^ 2 := by
  rw [norm_sub_sq_real, inner_smul_right, norm_smul, mul_pow, Real.norm_eq_abs, sq_abs]
  ring
```

This square is nonnegative. Applying it to each pair \(v_i,w_i\) and summing gives a weighted Young inequality:

\[
2t\sum_i\langle v_i,w_i\rangle\le\sum_i\|v_i\|^2+t^2\sum_i\|w_i\|^2 .
\]

```lean
omit [FiniteDimensional ℝ E] in
/-- Weighted Young inequality for the summed overlaps of two families of vectors. -/
theorem young_sum (v w : ι → E) (t : ℝ) :
    2 * t * ∑ i, inner ℝ (v i) (w i) ≤ ∑ i, ‖v i‖ ^ 2 + t ^ 2 * ∑ i, ‖w i‖ ^ 2 := by
  rw [mul_sum, mul_sum, ← sum_add_distrib]
  refine sum_le_sum fun i _ => ?_
  have h := sq_nonneg ‖v i - t • w i‖
  rw [norm_sub_smul_sq] at h
  linarith
```

Taking \(v=Q_ix\) in the overlap identity gives \(\langle x,Q_ix\rangle=\|Q_ix\|^2\), and therefore

\[
\langle x,Px\rangle=\sum_i\|Q_ix\|^2 .
\]

```lean
/-- The quadratic form of `P` is the sum of the squared norms of the fragment projections. -/
theorem inner_schwarz (V : ι → Submodule ℝ E) (x : E) :
    inner ℝ x (schwarz V x) = ∑ i, ‖(V i).starProjection x‖ ^ 2 := by
  have hP : schwarz V x = ∑ i, (V i).starProjection x := by simp [schwarz]
  rw [hP, inner_sum]
  refine sum_congr rfl fun i _ => ?_
  rw [← real_inner_self_eq_norm_sq,
    inner_projection (V i) (Submodule.starProjection_apply_mem _ x) x]
  exact real_inner_comm _ _
```

## One colour at a time

Fix a colour \(k\) and let \(s\) be the sum of \(Q_ix\) over the fragments of that colour. The overlap identity gives \(\langle s,x\rangle=\sum\|Q_ix\|^2\) (`h1`). Orthogonality removes the cross terms, so \(\|s\|^2\) has the same value (`h2`). Then

\[
0\le\|x-s\|^2=\|x\|^2-\sum_{i:\,\mathrm{col}(i)=k}\|Q_ix\|^2 .
\]

In the code, `s` names the set of labels of colour \(k\), not the vector.

```lean
/-- The projections onto the fragments of one colour have total squared norm at most `‖x‖²`. -/
theorem colour_bound {c : ℕ} {V : ι → Submodule ℝ E} {col : ι → Fin c}
    (hc : Coloured V col) (k : Fin c) (x : E) :
    ∑ i ∈ univ.filter (fun i => col i = k), ‖(V i).starProjection x‖ ^ 2 ≤ ‖x‖ ^ 2 := by
  have hm : ∀ i, (V i).starProjection x ∈ V i := fun i =>
    Submodule.starProjection_apply_mem _ x
  let s := univ.filter (fun i => col i = k)
  have h1 : inner ℝ (∑ i ∈ s, (V i).starProjection x) x
      = ∑ i ∈ s, ‖(V i).starProjection x‖ ^ 2 := by
    rw [sum_inner]
    refine sum_congr rfl fun i _ => ?_
    rw [← real_inner_self_eq_norm_sq, inner_projection (V i) (hm i) x]
  -- cross terms vanish within a colour
  have h2 : inner ℝ (∑ i ∈ s, (V i).starProjection x) (∑ i ∈ s, (V i).starProjection x)
      = ∑ i ∈ s, ‖(V i).starProjection x‖ ^ 2 := by
    rw [sum_inner]
    refine sum_congr rfl fun i hi => ?_
    rw [inner_sum, sum_eq_single i]
    · exact real_inner_self_eq_norm_sq _
    · intro j hj hji
      exact hc i j hji.symm ((mem_filter.mp hi).2.trans (mem_filter.mp hj).2.symm)
        _ (hm i) _ (hm j)
    · exact fun h => absurd hi h
  have h3 := sq_nonneg ‖x - ∑ i ∈ s, (V i).starProjection x‖
  rw [norm_sub_sq_real, real_inner_comm, h1, ← real_inner_self_eq_norm_sq (∑ i ∈ s, _), h2] at h3
  change ∑ i ∈ s, ‖(V i).starProjection x‖ ^ 2 ≤ ‖x‖ ^ 2
  linarith
```

## The two-sided bound

For the lower bound, split \(x=\sum_iv_i\) stably. Since \(v_i\in V_i\),

\[
\|x\|^2=\sum_i\langle v_i,x\rangle=\sum_i\langle v_i,Q_ix\rangle .
\]

The Young inequality with \(t=K\) and \(w_i=Q_ix\) gives

\[
2K\|x\|^2\le\sum_i\|v_i\|^2+K^2\langle x,Px\rangle\le K\|x\|^2+K^2\langle x,Px\rangle .
\]

Subtracting \(K\|x\|^2\) and dividing by \(K^2\) leaves \(\|x\|^2/K\le\langle x,Px\rangle\). For the upper bound, `sum_fiberwise` groups the fragments by colour, and each of the \(c\) groups contributes at most \(\|x\|^2\).

The theorem assumes a colouring, \(K>0\) and a stable splitting, and concludes both inequalities for every \(x\).

```lean
/-- Additive Schwarz bounds: with `c` colours and splitting constant `K`, the quadratic form
of `P` lies between `‖x‖² / K` and `c ‖x‖²`. -/
theorem schwarz_bounds {c : ℕ} {V : ι → Submodule ℝ E} {col : ι → Fin c} {K : ℝ}
    (hc : Coloured V col) (hK : 0 < K) (hV : StableSplitting V K) (x : E) :
    ‖x‖ ^ 2 / K ≤ inner ℝ x (schwarz V x) ∧
      inner ℝ x (schwarz V x) ≤ c * ‖x‖ ^ 2 := by
  rw [inner_schwarz]
  constructor
  · obtain ⟨v, hv, hs, hb⟩ := hV x
    -- only the projection of x onto each fragment is seen by the splitting
    have hx : ∑ i, inner ℝ (v i) ((V i).starProjection x) = ‖x‖ ^ 2 := by
      rw [sum_congr rfl fun i _ => inner_projection (V i) (hv i) x, ← sum_inner, hs,
        real_inner_self_eq_norm_sq]
    have hy := young_sum v (fun i => (V i).starProjection x) K
    rw [hx] at hy
    rw [div_le_iff₀ hK]
    refine le_of_mul_le_mul_left ?_ hK
    linarith
  · -- collect the fragments colour by colour
    rw [← sum_fiberwise univ col]
    calc _ ≤ ∑ _k : Fin c, ‖x‖ ^ 2 := sum_le_sum fun k _ => colour_bound hc k x
      _ = c * ‖x‖ ^ 2 := by simp
```

In a calculation, \(P\) arises from preconditioning \(Az=b\) with a symmetric positive definite matrix \(A\), such as a discretised Poisson equation for the Hartree potential with Dirichlet boundaries. If the columns of \(R_i^T\) form a basis of fragment \(i\), the preconditioner restricts the residual to each fragment, solves the small system exactly and adds the corrections. The preconditioned matrix is

\[
P=\sum_iR_i^T(R_iAR_i^T)^{-1}R_iA .
\]

These terms are orthogonal projectors in the inner product \(\langle x,y\rangle_A=x^TAy\), so norms and colours must be read in that product. The eigenvalues of \(P\) then lie between \(1/K\) and \(c\), which gives a condition number of at most \(cK\) for conjugate gradients; this spectral consequence is a remark added to the checked inequalities.

## From the lower bound back to a splitting

Suppose \(\|x\|^2/K\le\langle x,Px\rangle\) for all \(x\), with \(K>0\). If \(Px=0\), then \(x=0\), so \(P\) is injective and, in finite dimension, surjective. Given \(x\), solve \(Py=x\) and set \(v_i=Q_iy\). These parts add up to \(x\), and

\[
\sum_i\|v_i\|^2=\langle y,Py\rangle=\langle y,x\rangle .
\]

The assumed bound at \(y\) says \(\|y\|^2\le K\langle y,x\rangle\). Therefore

\[
0\le\|y-Kx\|^2\le-K\langle y,x\rangle+K^2\|x\|^2 ,
\]

and dividing by \(K\) gives \(\langle y,x\rangle\le K\|x\|^2\). The splitting has the same constant, and no colouring is used.

```lean
/-- Converse: for `K > 0`, the lower bound on `P` for all vectors yields a stable splitting with the
same `K`. -/
theorem stableSplitting_of_lower_bound {V : ι → Submodule ℝ E} {K : ℝ} (hK : 0 < K)
    (h : ∀ x : E, ‖x‖ ^ 2 / K ≤ inner ℝ x (schwarz V x)) : StableSplitting V K := by
  have hinj : Function.Injective (schwarz V : E →ₗ[ℝ] E) := by
    rw [injective_iff_map_eq_zero]
    intro x hx
    have hx' : schwarz V x = 0 := hx
    have h0 := h x
    rw [hx', inner_zero_right, div_le_iff₀ hK, zero_mul] at h0
    exact norm_eq_zero.mp ((pow_eq_zero_iff two_ne_zero).mp (le_antisymm h0 (sq_nonneg _)))
  intro x
  -- solve P y = x and split x into the projections of y
  obtain ⟨y, hy⟩ := LinearMap.surjective_of_injective hinj x
  have hy' : schwarz V y = x := hy
  have hP : schwarz V y = ∑ i, (V i).starProjection y := by simp [schwarz]
  refine ⟨fun i => (V i).starProjection y,
    fun i => Submodule.starProjection_apply_mem _ y, hP.symm.trans hy', ?_⟩
  have hS := inner_schwarz V y
  have hl := h y
  rw [hy'] at hS hl
  rw [div_le_iff₀ hK] at hl
  have hq := sq_nonneg ‖y - K • x‖
  rw [norm_sub_smul_sq] at hq
  change ∑ i, ‖(V i).starProjection y‖ ^ 2 ≤ _
  rw [← hS]
  refine le_of_mul_le_mul_left ?_ hK
  linarith
```

## A case where both bounds meet

Take the fragments \(U\), \(U^\perp\) and the whole space. The first two share a colour and the third has its own. Split \(x\) into \(\tfrac12Q_Ux\), \(\tfrac12(x-Q_Ux)\) and \(\tfrac12x\). By Pythagoras the total squared norm is

\[
\tfrac14\|x\|^2+\tfrac14\|x\|^2=\tfrac12\|x\|^2 ,
\]

so \(K=\tfrac12\). Both bounds then equal \(2\|x\|^2\), in agreement with \(P=Q_U+(1-Q_U)+1=2\). The code checks the colouring by running through the pairs of labels, and the splitting by verifying membership, sum and norm in turn.

```lean
/-- The fragments `U`, its orthogonal complement and the whole space admit a colouring with
two colours and a stable splitting with `K = 1/2`. -/
theorem schwarz_witness (U : Submodule ℝ E) :
    Coloured ![U, Uᗮ, ⊤] (![0, 0, 1] : Fin 3 → Fin 2) ∧
      StableSplitting ![U, Uᗮ, ⊤] (1 / 2) := by
  constructor
  · intro i j hij hcol u hu w hw
    fin_cases i <;> fin_cases j <;> first
      | exact absurd rfl hij
      | exact absurd hcol (by decide)
      | exact Submodule.inner_right_of_mem_orthogonal (K := U) hu hw
      | exact Submodule.inner_left_of_mem_orthogonal (K := U) hw hu
  · intro x
    have hp : U.starProjection x ∈ U := Submodule.starProjection_apply_mem _ x
    have hi := inner_projection U hp x
    rw [real_inner_self_eq_norm_sq] at hi
    refine ⟨![(1 / 2 : ℝ) • U.starProjection x, (1 / 2 : ℝ) • (x - U.starProjection x),
      (1 / 2 : ℝ) • x], ?_, ?_, ?_⟩
    · intro i
      fin_cases i
      · exact U.smul_mem _ hp
      · exact Uᗮ.smul_mem _ ((Submodule.mem_orthogonal' _ _).2 fun u hu =>
          Submodule.starProjection_inner_eq_zero _ _ hu)
      · exact Submodule.mem_top
    · rw [Fin.sum_univ_three]
      change (1 / 2 : ℝ) • U.starProjection x + (1 / 2 : ℝ) • (x - U.starProjection x)
        + (1 / 2 : ℝ) • x = x
      module
    · rw [Fin.sum_univ_three]
      change ‖(1 / 2 : ℝ) • U.starProjection x‖ ^ 2
        + ‖(1 / 2 : ℝ) • (x - U.starProjection x)‖ ^ 2 + ‖(1 / 2 : ℝ) • x‖ ^ 2 ≤ _
      have hn : ‖(1 / 2 : ℝ)‖ = 1 / 2 := by norm_num
      rw [norm_smul, norm_smul, norm_smul, hn, mul_pow, mul_pow, mul_pow, norm_sub_sq_real]
      linarith [real_inner_comm x (U.starProjection x)]

end

end AdditiveSchwarz
```

```lean
#print axioms AdditiveSchwarz.schwarz_bounds
#print axioms AdditiveSchwarz.stableSplitting_of_lower_bound
```

```
'AdditiveSchwarz.schwarz_bounds' depends on axioms: [propext, Classical.choice, Quot.sound]
'AdditiveSchwarz.stableSplitting_of_lower_bound' depends on axioms: [propext, Classical.choice, Quot.sound]
```
